# A unitary mixing brings one orthonormal orbital set at least as close to another as a second mixing does exactly when its overlap trace has at least as large a real part

Two sets of equally many orthonormal orbitals are given by the columns of finite complex matrices `A` and `B`, with `Aᴴ * A = 1` and `Bᴴ * B = 1`, and the orbitals of `B` may be mixed among themselves by a unitary matrix. The lemma `frobDist_le_iff` compares two such mixings, `V` and `W`: `B * V` is at least as close to `A` as `B * W` is, in Frobenius distance, exactly when the real part of the trace of `Aᴴ * B * V` is at least that of `Aᴴ * B * W`. The proof means to pass from the distances to their squares, which is allowed because distances are non-negative. It then replaces each square by the formula of `frobDist_sq`, twice the number of orbitals minus twice the real trace, and leaves the rest to linear arithmetic.

As first written in Lean, the proof fails:

```lean
import Mathlib

open Matrix
open scoped ComplexOrder

namespace OrbitalAlignment

noncomputable section

variable {m n : Type*} [Fintype m] [Fintype n] [DecidableEq n]

/-- The Frobenius distance between two sets of orbital coefficients. -/
def frobDist {m n : Type*} [Fintype m] [Fintype n] (A B : Matrix m n ℂ) : ℝ :=
  √(∑ i, ∑ j, ‖A i j - B i j‖ ^ 2)

/-- For orthonormal orbitals, the squared distance after mixing by a unitary `V` is twice the
number of orbitals minus twice the real trace of the overlap matrix. -/
theorem frobDist_sq {A B : Matrix m n ℂ} {V : Matrix n n ℂ} (hA : Aᴴ * A = 1)
    (hB : Bᴴ * B = 1) (hV : V ∈ unitaryGroup n ℂ) :
    frobDist A (B * V) ^ 2 = 2 * Fintype.card n - 2 * (trace (Aᴴ * B * V)).re := by
  have hV' : Vᴴ * V = 1 := mem_unitaryGroup_iff'.mp hV
  have hBV : (B * V)ᴴ * (B * V) = 1 := by
    rw [conjTranspose_mul, Matrix.mul_assoc, ← Matrix.mul_assoc Bᴴ, hB, Matrix.one_mul, hV']
  have hcross : (B * V)ᴴ * A = (Aᴴ * B * V)ᴴ := by
    simp only [conjTranspose_mul, conjTranspose_conjTranspose, Matrix.mul_assoc]
  -- the sum of squared entries is a trace
  have htr : frobDist A (B * V) ^ 2 = (trace ((A - B * V)ᴴ * (A - B * V))).re := by
    rw [frobDist, Real.sq_sqrt (by positivity)]
    generalize B * V = C
    simp only [Matrix.trace, Matrix.diag_apply, Matrix.mul_apply, conjTranspose_apply,
      Matrix.sub_apply, Complex.re_sum]
    rw [Finset.sum_comm]
    refine Finset.sum_congr rfl fun j _ => Finset.sum_congr rfl fun i _ => ?_
    generalize A i j - C i j = z
    rw [Complex.sq_norm, Complex.normSq_apply]
    simp only [Complex.star_def, Complex.mul_re, Complex.conj_re, Complex.conj_im]
    ring
  rw [htr, conjTranspose_sub, Matrix.sub_mul, Matrix.mul_sub, Matrix.mul_sub, hA, hBV, hcross,
    ← Matrix.mul_assoc]
  simp only [trace_sub, trace_one, trace_conjTranspose, Complex.sub_re, Complex.star_def,
    Complex.conj_re, Complex.natCast_re]
  ring

/-- For orthonormal orbitals `A` and `B`, one unitary mixing brings `B` at least as close to `A` as
another exactly when its overlap matrix has at least as large a real trace. -/
theorem frobDist_le_iff {A B : Matrix m n ℂ} {V W : Matrix n n ℂ} (hA : Aᴴ * A = 1)
    (hB : Bᴴ * B = 1) (hV : V ∈ unitaryGroup n ℂ) (hW : W ∈ unitaryGroup n ℂ) :
    frobDist A (B * V) ≤ frobDist A (B * W) ↔
      (trace (Aᴴ * B * W)).re ≤ (trace (Aᴴ * B * V)).re := by
  rw [← sq_le_sq₀ (Real.sqrt_nonneg _) (Real.sqrt_nonneg _), frobDist_sq hA hB hV,
    frobDist_sq hA hB hW]
  constructor <;> intro h <;> linarith

end

end OrbitalAlignment
```

The compiler's answer:

```
Main.lean:50:6: error: Tactic `rewrite` failed: Did not find an occurrence of the pattern
  √?m.97 ≤ √?m.98
in the target expression
  frobDist A (B * V) ≤ frobDist A (B * W) ↔ (Aᴴ * B * W).trace.re ≤ (Aᴴ * B * V).trace.re

m : Type u_1
n : Type u_2
inst✝² : Fintype m
inst✝¹ : Fintype n
inst✝ : DecidableEq n
A B : Matrix m n ℂ
V W : Matrix n n ℂ
hA : Aᴴ * A = 1
hB : Bᴴ * B = 1
hV : V ∈ unitaryGroup n ℂ
hW : W ∈ unitaryGroup n ℂ
⊢ frobDist A (B * V) ≤ frobDist A (B * W) ↔ (Aᴴ * B * W).trace.re ≤ (Aᴴ * B * V).trace.re
```

After these edits no error is left:

```diff
@@ -48,5 +48,6 @@
     frobDist A (B * V) ≤ frobDist A (B * W) ↔
       (trace (Aᴴ * B * W)).re ≤ (trace (Aᴴ * B * V)).re := by
-  rw [← sq_le_sq₀ (Real.sqrt_nonneg _) (Real.sqrt_nonneg _), frobDist_sq hA hB hV,
+  have h0 : ∀ C : Matrix m n ℂ, 0 ≤ frobDist A C := fun _ => Real.sqrt_nonneg _
+  rw [← sq_le_sq₀ (h0 (B * V)) (h0 (B * W)), frobDist_sq hA hB hV,
     frobDist_sq hA hB hW]
   constructor <;> intro h <;> linarith
```

What went wrong. The message says that `rw` looked for an inequality between two square roots, `√?m.97 ≤ √?m.98`, and found none in the goal. The pattern has that form because the non-negativity proofs given to `sq_le_sq₀` were both `Real.sqrt_nonneg _`, which speaks of a square root and so fixed both sides of the inequality as square roots. The goal's distances are square roots too, but only by the definition of `frobDist`, and `rw` does not unfold an ordinary definition like this one to find a match.

The repair first proves `h0`, which says that `frobDist A C` is non-negative for every `C`. `Real.sqrt_nonneg _` is still the proof, and it is accepted there because Lean does unfold `frobDist` when checking it against that statement. With `h0 (B * V)` and `h0 (B * W)` as arguments, the pattern becomes `frobDist A (B * V) ≤ frobDist A (B * W)`, which is the goal's own left-hand side. The rewrite then gives squares of `frobDist`, the form `frobDist_sq` needs.
